# A one-dimensional finite square well has an odd bound state exactly when its dimensionless strength exceeds π/2

If a square well is too shallow, a search for its first odd level finds nothing, and a known threshold distinguishes such an absent state from a failed search. For a particle of mass $m$ in a well of half-width $a$ and depth $V$, an odd state with energy strictly between the bottom and the top of the well exists exactly when the strength $z_0 = a\sqrt{2mV}/\hbar$ is greater than $\pi/2$.

In Lean 4 with Mathlib:

```lean
import Mathlib

open Real Filter Topology Set

namespace FiniteWellOddThreshold

/-- The quantization condition for odd states of a well of strength `z0`:
`z cos z + √(z0² - z²) sin z = 0`, used for `0 < z < z0`. -/
def OddLevel (z0 z : ℝ) : Prop :=
  z * cos z + √(z0 ^ 2 - z ^ 2) * sin z = 0

/-- An odd stationary state, with the half-width as unit of length: `u` solves the Schrödinger
equation of the well region and `v` that of the region to its right, with slopes `du` and `dv`.
The wave is odd, decays, is not identically zero, and is matched at the wall `x = 1`. -/
structure IsOddState (z0 z : ℝ) (u du v dv : ℝ → ℝ) : Prop where
  slope_in : ∀ x, HasDerivAt u (du x) x
  schrodinger_in : ∀ x, HasDerivAt du (-z ^ 2 * u x) x
  slope_out : ∀ x, HasDerivAt v (dv x) x
  schrodinger_out : ∀ x, HasDerivAt dv ((z0 ^ 2 - z ^ 2) * v x) x
  odd : ∀ x, u (-x) = -u x
  decay : Tendsto v atTop (𝓝 0)
  match_value : u 1 = v 1
  match_slope : du 1 = dv 1
  nonzero : ∃ x, u x ≠ 0

/-- The well of strength `z0` has an odd stationary state with energy strictly between the bottom
and the top of the well. -/
def HasOddBoundState (z0 : ℝ) : Prop :=
  ∃ z ∈ Ioo 0 z0, ∃ u du v dv : ℝ → ℝ, IsOddState z0 z u du v dv

/-- A solution `u` of the inner equation that vanishes at the centre satisfies
`z u(x) = u'(0) sin(zx)` and `u'(x) = u'(0) cos(zx)`. For `z ≠ 0` it is therefore a sine wave with
amplitude fixed by its slope at the centre. -/
theorem inner_wave {z : ℝ} {u du : ℝ → ℝ} (hu : ∀ x, HasDerivAt u (du x) x)
    (hdu : ∀ x, HasDerivAt du (-z ^ 2 * u x) x) (h0 : u 0 = 0) (x : ℝ) :
    z * u x = du 0 * sin (z * x) ∧ du x = du 0 * cos (z * x) := by
  have hl : ∀ y : ℝ, HasDerivAt (fun t : ℝ => z * t) z y := fun y => by
    simpa using (hasDerivAt_id' y).const_mul z
  -- two combinations of the wave and its slope do not depend on position
  have hW : ∀ y, HasDerivAt (fun t => du t * sin (z * t) - z * (u t * cos (z * t))) 0 y :=
    fun y => (((hdu y).fun_mul (hl y).sin).fun_sub
      (((hu y).fun_mul (hl y).cos).const_mul z)).congr_deriv (by ring)
  have hP : ∀ y, HasDerivAt (fun t => du t * cos (z * t) + z * (u t * sin (z * t))) 0 y :=
    fun y => (((hdu y).fun_mul (hl y).cos).fun_add
      (((hu y).fun_mul (hl y).sin).const_mul z)).congr_deriv (by ring)
  have W := is_const_of_deriv_eq_zero (fun y => (hW y).differentiableAt)
    (fun y => (hW y).deriv) x 0
  have P := is_const_of_deriv_eq_zero (fun y => (hP y).differentiableAt)
    (fun y => (hP y).deriv) x 0
  simp only [mul_zero, sin_zero, cos_zero, h0, sub_zero, mul_one, add_zero] at W P
  have p := sin_sq_add_cos_sq (z * x)
  constructor
  · linear_combination sin (z * x) * P - cos (z * x) * W - z * u x * p
  · linear_combination cos (z * x) * P + sin (z * x) * W - du x * p

/-- Outside the well, a solution that decays at infinity satisfies `v' = -k v`, where `k > 0` is the
decay constant. -/
theorem outer_wave {k : ℝ} (hk : 0 < k) {v dv : ℝ → ℝ} (hv : ∀ x, HasDerivAt v (dv x) x)
    (hdv : ∀ x, HasDerivAt dv (k ^ 2 * v x) x) (h0 : Tendsto v atTop (𝓝 0)) (x : ℝ) :
    dv x = -k * v x := by
  have hl : ∀ c y : ℝ, HasDerivAt (fun t : ℝ => c * t) c y := fun c y => by
    simpa using (hasDerivAt_id' y).const_mul c
  have hQ : ∀ y, HasDerivAt (fun t => (dv t + k * v t) * exp (-k * t)) 0 y := fun y =>
    (((hdv y).fun_add ((hv y).const_mul k)).fun_mul (hl (-k) y).exp).congr_deriv (by ring)
  have hR : ∀ y, HasDerivAt (fun t => (dv t - k * v t) * exp (k * t)) 0 y := fun y =>
    (((hdv y).fun_sub ((hv y).const_mul k)).fun_mul (hl k y).exp).congr_deriv (by ring)
  have hE : Tendsto (fun y : ℝ => exp (-k * y)) atTop (𝓝 0) :=
    tendsto_exp_atBot.comp (Tendsto.const_mul_atTop_of_neg (neg_lt_zero.mpr hk) tendsto_id)
  have h := ((h0.mul hE).const_mul (2 * k)).add
    ((hE.mul hE).const_mul ((dv 0 - k * v 0) * exp (k * 0)))
  simp only [mul_zero, add_zero] at h
  -- the amplitude of the growing component is constant and tends to zero
  have hz : (dv x + k * v x) * exp (-k * x) = 0 := by
    refine tendsto_nhds_unique tendsto_const_nhds (h.congr fun y => ?_)
    have q : (dv y + k * v y) * exp (-k * y) = (dv x + k * v x) * exp (-k * x) :=
      is_const_of_deriv_eq_zero (fun y => (hQ y).differentiableAt) (fun y => (hQ y).deriv) y x
    have r : (dv y - k * v y) * exp (k * y) = dv 0 - k * v 0 := by
      have := is_const_of_deriv_eq_zero (fun y => (hR y).differentiableAt)
        (fun y => (hR y).deriv) y 0
      simpa only [mul_zero, exp_zero, mul_one] using this
    have e : exp (k * y) * exp (-k * y) = 1 := by
      rw [← exp_add, show k * y + -k * y = 0 by ring, exp_zero]
    simp only [exp_zero, mul_one]
    linear_combination q - exp (-k * y) ^ 2 * r + (dv y - k * v y) * exp (-k * y) * e
  have := (mul_eq_zero.mp hz).resolve_right (exp_pos _).ne'
  linarith

/-- For `0 < z < z0`, an odd state at level `z` exists exactly when `z` satisfies the
quantization condition. -/
theorem state_iff_level {z0 z : ℝ} (hz : 0 < z) (hz0 : z < z0) :
    (∃ u du v dv : ℝ → ℝ, IsOddState z0 z u du v dv) ↔ OddLevel z0 z := by
  have hpos : 0 < z0 ^ 2 - z ^ 2 := by nlinarith
  unfold OddLevel
  have hk := sqrt_pos.mpr hpos
  have hk2 := sq_sqrt hpos.le
  set k := √(z0 ^ 2 - z ^ 2)
  constructor
  · rintro ⟨u, du, v, dv, h⟩
    have hu0 : u 0 = 0 := by
      have := h.odd 0
      rw [neg_zero] at this
      linarith
    have hin := inner_wave h.slope_in h.schrodinger_in hu0
    have o := outer_wave hk h.slope_out
      (fun x => by rw [hk2]; exact h.schrodinger_out x) h.decay 1
    have hd : du 0 ≠ 0 := by
      intro hd
      obtain ⟨x, hx⟩ := h.nonzero
      have := (hin x).1
      rw [hd, zero_mul] at this
      exact (mul_ne_zero hz.ne' hx) this
    obtain ⟨h1, h2⟩ := hin 1
    rw [mul_one] at h1 h2
    apply mul_left_cancel₀ hd
    linear_combination -z * h2 - k * h1 + z * h.match_slope + k * z * h.match_value + z * o
  · intro h
    have hl : ∀ c y : ℝ, HasDerivAt (fun t : ℝ => c * t) c y := fun c y => by
      simpa using (hasDerivAt_id' y).const_mul c
    have hE : Tendsto (fun y : ℝ => exp (-k * y)) atTop (𝓝 0) :=
      tendsto_exp_atBot.comp (Tendsto.const_mul_atTop_of_neg (neg_lt_zero.mpr hk) tendsto_id)
    have e : exp k * exp (-k * 1) = 1 := by
      rw [← exp_add, show k + -k * 1 = 0 by ring, exp_zero]
    -- a sine inside, a decaying exponential outside
    refine ⟨fun x => sin (z * x), fun x => z * cos (z * x),
      fun x => sin z * exp k * exp (-k * x), fun x => -k * (sin z * exp k * exp (-k * x)),
      ?_, ?_, ?_, ?_, ?_, ?_, ?_, ?_, ?_⟩
    · exact fun x => (hl z x).sin.congr_deriv (by ring)
    · exact fun x => ((hl z x).cos.const_mul z).congr_deriv (by ring)
    · exact fun x => ((hl (-k) x).exp.const_mul (sin z * exp k)).congr_deriv (by ring)
    · intro x
      rw [← hk2]
      exact (((hl (-k) x).exp.const_mul (sin z * exp k)).const_mul (-k)).congr_deriv (by ring)
    · intro x
      show sin (z * -x) = -sin (z * x)
      rw [mul_neg, sin_neg]
    · have := hE.const_mul (sin z * exp k)
      rwa [mul_zero] at this
    · show sin (z * 1) = sin z * exp k * exp (-k * 1)
      rw [mul_one z]
      linear_combination -sin z * e
    · show z * cos (z * 1) = -k * (sin z * exp k * exp (-k * 1))
      rw [mul_one z]
      linear_combination h + k * sin z * e
    · refine ⟨π / 2 / z, ?_⟩
      show sin (z * (π / 2 / z)) ≠ 0
      rw [mul_div_cancel₀ _ hz.ne', sin_pi_div_two]
      exact one_ne_zero

/-- In the quantization condition at `t + nπ`, the sine and cosine can be evaluated at `t`, because
their common sign `(-1)^n` cancels. -/
theorem level_shift (z0 : ℝ) (n : ℕ) (t : ℝ) : OddLevel z0 (t + n * π) ↔
    (t + n * π) * cos t + √(z0 ^ 2 - (t + n * π) ^ 2) * sin t = 0 := by
  unfold OddLevel
  rw [cos_add_nat_mul_pi, sin_add_nat_mul_pi]
  have h : ((-1 : ℝ) ^ n) ≠ 0 := pow_ne_zero _ (by norm_num)
  constructor
  · intro e
    apply mul_left_cancel₀ h
    linear_combination e
  · intro e
    linear_combination (-1 : ℝ) ^ n * e

/-- The quantization condition has a root below `z0` between `nπ` and `(n+1)π` exactly when
`z0 > (n + 1/2)π`. -/
theorem branch_threshold (z0 : ℝ) (n : ℕ) :
    (∃ z ∈ Ioo (n * π) ((n + 1) * π), z < z0 ∧ OddLevel z0 z) ↔ (n + 1 / 2) * π < z0 := by
  have hp := pi_pos
  have hn : 0 ≤ (n : ℝ) * π := by positivity
  constructor
  · rintro ⟨z, ⟨h1, h2⟩, h3, h4⟩
    by_contra hc
    have e := (level_shift z0 n (z - n * π)).1 (by rwa [sub_add_cancel])
    rw [sub_add_cancel] at e
    -- in the first quarter-turn both terms have the same sign
    have c : 0 < cos (z - n * π) := cos_pos_of_mem_Ioo ⟨by linarith, by linarith⟩
    have s : 0 < sin (z - n * π) := sin_pos_of_pos_of_lt_pi (by linarith) (by linarith)
    have a := mul_pos (lt_of_le_of_lt hn h1) c
    have b := mul_nonneg (sqrt_nonneg (z0 ^ 2 - z ^ 2)) s.le
    linarith
  · intro h
    let g : ℝ → ℝ := fun t =>
      (t + n * π) * cos t + √(z0 ^ 2 - (t + n * π) ^ 2) * sin t
    have hg : Continuous g := by
      dsimp only [g]
      fun_prop
    have ga : 0 < g (π / 2) := by
      dsimp only [g]
      rw [cos_pi_div_two, sin_pi_div_two, mul_zero, zero_add, mul_one]
      exact sqrt_pos.mpr (by nlinarith)
    -- the sign has changed at the end of the branch or at the top of the well
    obtain ⟨b, hb, hbp, hbz, gb⟩ : ∃ b, π / 2 < b ∧ b ≤ π ∧ b + n * π ≤ z0 ∧ g b < 0 := by
      rcases le_total (π + n * π) z0 with hc | hc
      · refine ⟨π, by linarith, le_rfl, hc, ?_⟩
        dsimp only [g]
        rw [cos_pi, sin_pi]
        linarith
      · refine ⟨z0 - n * π, by linarith, by linarith, by linarith, ?_⟩
        dsimp only [g]
        rw [sub_add_cancel, sub_self, sqrt_zero, zero_mul, add_zero]
        exact mul_neg_of_pos_of_neg (by linarith)
          (cos_neg_of_pi_div_two_lt_of_lt (by linarith) (by linarith))
    obtain ⟨t, ⟨t1, t2⟩, ht⟩ := intermediate_value_Ioo' hb.le hg.continuousOn ⟨gb, ga⟩
    exact ⟨t + n * π, ⟨by linarith, by linarith⟩, by linarith, (level_shift z0 n t).2 ht⟩

/-- Between `nπ` and `(n+1)π` the quantization condition has at most one root below `z0`. -/
theorem level_unique {z0 z w : ℝ} (n : ℕ) (hz : z ∈ Ioo (n * π) ((n + 1) * π))
    (hw : w ∈ Ioo (n * π) ((n + 1) * π)) (hz0 : z < z0) (hw0 : w < z0)
    (ez : OddLevel z0 z) (ew : OddLevel z0 w) : z = w := by
  have hn : 0 ≤ (n : ℝ) * π := by positivity
  have key : ∀ z w : ℝ, z ∈ Ioo (n * π) ((n + 1) * π) → w ∈ Ioo (n * π) ((n + 1) * π) →
      w < z0 → OddLevel z0 z → OddLevel z0 w → ¬ z < w := by
    rintro z w ⟨z1, z2⟩ ⟨w1, w2⟩ hw0 ez ew hlt
    have e1 := (level_shift z0 n (z - n * π)).1 (by rwa [sub_add_cancel])
    have e2 := (level_shift z0 n (w - n * π)).1 (by rwa [sub_add_cancel])
    rw [sub_add_cancel] at e1 e2
    have s1 : 0 < sin (z - n * π) := sin_pos_of_pos_of_lt_pi (by linarith) (by linarith)
    have s2 : 0 < sin (w - n * π) := sin_pos_of_pos_of_lt_pi (by linarith) (by linarith)
    have s3 : 0 < sin (w - z) := sin_pos_of_pos_of_lt_pi (by linarith) (by linarith)
    have hd := sin_sub (w - n * π) (z - n * π)
    rw [sub_sub_sub_cancel_right] at hd
    have hz : 0 < z := by linarith
    have hw : 0 < w := by linarith
    have hs : √(z0 ^ 2 - w ^ 2) < √(z0 ^ 2 - z ^ 2) :=
      sqrt_lt_sqrt (by nlinarith) (by nlinarith)
    have hm := mul_lt_mul'' hs hlt (sqrt_nonneg _) hz.le
    -- the two conditions fix the sign of the sine of the phase difference
    have id : z * w * sin (w - z) = sin (w - n * π) * sin (z - n * π) *
        (√(z0 ^ 2 - w ^ 2) * z - √(z0 ^ 2 - z ^ 2) * w) := by
      linear_combination z * w * hd + w * sin (w - n * π) * e1 - z * sin (z - n * π) * e2
    have l := mul_pos (mul_pos hz hw) s3
    have r := mul_neg_of_pos_of_neg (mul_pos s2 s1) (sub_neg.mpr hm)
    linarith
  exact le_antisymm (not_lt.mp (key w z hw hz hz0 ew ez))
    (not_lt.mp (key z w hz hw hw0 ez ew))

/-- The odd quantization condition has a root in `(0, z0)` exactly when `z0 > π/2`. -/
theorem level_threshold (z0 : ℝ) : (∃ z ∈ Ioo 0 z0, OddLevel z0 z) ↔ π / 2 < z0 := by
  constructor
  · rintro ⟨z, ⟨h1, h2⟩, h⟩
    by_contra hc
    have hp := pi_pos
    have c : 0 < cos z := cos_pos_of_mem_Ioo ⟨by linarith, by linarith⟩
    have s : 0 < sin z := sin_pos_of_pos_of_lt_pi h1 (by linarith)
    have a := mul_pos h1 c
    have b := mul_nonneg (sqrt_nonneg (z0 ^ 2 - z ^ 2)) s.le
    unfold OddLevel at h
    linarith
  · intro h
    obtain ⟨z, ⟨h1, _⟩, h2, h3⟩ :=
      (branch_threshold z0 0).2 (by rw [Nat.cast_zero]; linarith)
    rw [Nat.cast_zero, zero_mul] at h1
    exact ⟨z, ⟨h1, h2⟩, h3⟩

/-- A finite square well of strength `z0` has an odd bound state exactly when `z0 > π/2`. -/
theorem odd_bound_state_iff (z0 : ℝ) : HasOddBoundState z0 ↔ π / 2 < z0 := by
  rw [← level_threshold]
  constructor
  · rintro ⟨z, hz, h⟩
    exact ⟨z, hz, (state_iff_level hz.1 hz.2).1 h⟩
  · rintro ⟨z, hz, h⟩
    exact ⟨z, hz, (state_iff_level hz.1 hz.2).2 h⟩

/-- For a particle of mass `m` in a well of half-width `a` and depth `V`, with `m`, `a`, `V` and `ħ`
all positive, an odd bound state exists exactly when `V > π²ħ²/(8ma²)`. -/
theorem depth_threshold {a m V hbar : ℝ} (ha : 0 < a) (hm : 0 < m) (hV : 0 < V)
    (hh : 0 < hbar) : HasOddBoundState (a * √(2 * m * V) / hbar) ↔
      π ^ 2 * hbar ^ 2 / (8 * m * a ^ 2) < V := by
  have hs : (a * √(2 * m * V)) ^ 2 = a ^ 2 * (2 * m * V) := by
    rw [mul_pow, sq_sqrt (by positivity)]
  rw [odd_bound_state_iff, lt_div_iff₀ hh, div_lt_iff₀ (by positivity),
    ← sq_lt_sq₀ (by positivity) (by positivity), hs]
  constructor <;> intro h <;> nlinarith

end FiniteWellOddThreshold
```

```lean
#print axioms FiniteWellOddThreshold.level_unique
#print axioms FiniteWellOddThreshold.odd_bound_state_iff
#print axioms FiniteWellOddThreshold.depth_threshold
```

```
'FiniteWellOddThreshold.level_unique' depends on axioms: [propext, Classical.choice, Quot.sound]
'FiniteWellOddThreshold.odd_bound_state_iff' depends on axioms: [propext, Classical.choice, Quot.sound]
'FiniteWellOddThreshold.depth_threshold' depends on axioms: [propext, Classical.choice, Quot.sound]
```

## The threshold in three forms

`level_threshold` concerns only the equation
$$z\cos z+\sqrt{z_0^2-z^2}\,\sin z=0,$$
called `OddLevel z0 z`: it has a root in $(0,z_0)$ if and only if $z_0>\pi/2$. No sign is assumed for $z_0$, since for $z_0\le 0$ the interval is empty and both sides are false.

`odd_bound_state_iff` says the same of the bound state itself, and `depth_threshold` restores the units: for positive $a$, $m$, $V$ and $\hbar$, the condition is $V>\pi^2\hbar^2/(8ma^2)$.

Two further results describe higher levels. For $n=0,1,2,\dots$, the interval $(n\pi,(n+1)\pi)$ contains a root below $z_0$ exactly when $z_0>(n+\tfrac12)\pi$ (`branch_threshold`), and never more than one (`level_unique`).

## The well behind `IsOddState`

Lengths are in units of $a$, so the wall is at $x=1$. The energy $E$ is measured from the well bottom, and $z=a\sqrt{2mE}/\hbar$ is the dimensionless wave number inside, not a coordinate. The letter `k` in the proofs is the decay constant outside, $k=\sqrt{z_0^2-z^2}$, which many textbooks call $\kappa a$.

An odd state consists of an inner wave `u` and an outer wave `v`, with slopes `du` and `dv`, satisfying
$$u''=-z^2u,\qquad v''=(z_0^2-z^2)v .$$
The fields of the structure also require that $u$ is odd and not identically zero, that $v\to0$ at $+\infty$, and that values and slopes agree at the wall. Neither a sine nor an exponential is assumed. `HasOddBoundState` asks for such a state at some $z$ with $0<z<z_0$.

Both waves are defined on the whole real line, although only $u$ on $[-1,1]$ and $v$ on $[1,\infty)$ have physical meaning. The step left to the reader is to identify these data with one wavefunction on the line: join the two pieces at the wall, continue to the left by oddness, and conversely extend each piece of a given wavefunction by its own equation.

If a grid or basis-set calculation for one particle in this sharp-walled well finds no odd level below the top of the well, the criterion tells whether the exact problem has one.

## From the Schrödinger equation to the level condition

**Inside.** The combinations
$$W=u'\sin zx-zu\cos zx,\qquad P=u'\cos zx+zu\sin zx$$
have zero derivative, because $u''=-z^2u$ makes all terms cancel. Oddness gives $u(0)=0$, so $W=0$ and $P=u'(0)$. Therefore
$$zu=P\sin zx-W\cos zx=u'(0)\sin zx,$$
$$u'=P\cos zx+W\sin zx=u'(0)\cos zx .$$
This is `inner_wave`; its two `linear_combination` lines are these two recombinations.

**Outside.** Likewise $Q=(v'+kv)e^{-kx}$ and $R=(v'-kv)e^{kx}$ are constant. Substituting $v'=kv+Re^{-kx}$ into $Q$ gives
$$Q=2kv\,e^{-kx}+Re^{-2kx}\to0 .$$
A constant that tends to zero is zero, so $v'=-kv$. In `outer_wave` this last inference is uniqueness of limits, `tendsto_nhds_unique`.

**At the wall.** If $u'(0)$ were zero, $u$ would vanish everywhere. Matching gives $u'(1)=-ku(1)$. Multiplying by $z$ and inserting the inner wave yields
$$u'(0)\,(z\cos z+k\sin z)=0,$$
and dividing by $u'(0)$ leaves the level condition. Conversely, for a root $z$ take
$$u=\sin zx,\qquad v=\sin z\;e^{-k(x-1)} .$$
The values agree at $x=1$, and the slopes agree because $z\cos z=-k\sin z$. These are the two directions of `state_iff_level`.

## Locating the roots

Write $z=t+n\pi$ with $0<t<\pi$. Sine and cosine both acquire the factor $(-1)^n$, which cancels (`level_shift`), so the condition becomes $g(t)=0$ with
$$g(t)=(t+n\pi)\cos t+\sqrt{z_0^2-(t+n\pi)^2}\,\sin t .$$

Suppose $z_0\le(n+\tfrac12)\pi$. A root below $z_0$ would have $0<t<\pi/2$, where the first term is positive and the second is not negative, so $g(t)>0$, a contradiction.

Suppose instead $z_0>(n+\tfrac12)\pi$. Then
$$g(\pi/2)=\sqrt{z_0^2-(n+\tfrac12)^2\pi^2}>0 .$$
If $z_0\ge(n+1)\pi$, then $g(\pi)=-(n+1)\pi<0$. Otherwise, at $t=z_0-n\pi$ the root term vanishes and $g=z_0\cos(z_0-n\pi)<0$. The intermediate value theorem, `intermediate_value_Ioo'`, gives a zero strictly between, hence a level strictly below $z_0$. The case $n=0$ supplies the root in `level_threshold`.

For uniqueness, let $z<w$ be two roots on the same branch, with decay constants $k_z>k_w$. Expanding $\sin(w-z)$ as a difference of the shifted phases and using both level conditions gives
$$zw\sin(w-z)=\sin(w-n\pi)\sin(z-n\pi)\,(k_wz-k_zw).$$
The right side is negative, but $0<w-z<\pi$ makes the left side positive.

Finally, both sides of $a\sqrt{2mV}/\hbar>\pi/2$ are positive, so squaring gives the equivalent condition $2ma^2V/\hbar^2>\pi^2/4$, which is the stated bound on $V$.

## Exactly at the threshold

At $z_0=\pi/2$ there is no odd bound state. The candidate $z=z_0$ has $k=0$: the inner wave $\sin(\pi x/2)$ reaches the wall with zero slope and continues outside as the constant 1, which does not decay. This is why the inequality is strict.
